# One wrong hopping rate on a three-state ring of otherwise equal rates drives a steady current

## Why does my ring keep turning when nothing drives it?

I have three equivalent states, 0, 1 and 2, on a ring. Every hopping rate is 1, except that the rate from 0 to 1 came out as 2 because I got that barrier from a separate calculation. The stationary populations are $1/4$, $5/12$ and $1/3$. I expected them to shift a little, but there is also a net flow of $1/12$ along $0\to1\to2\to0$ that never dies out. Nothing in my system pumps it. Couldn't the populations rearrange until the flow stops? And how large can this effect get if the rate is badly wrong?

## No set of populations can stop all three currents

The populations can't stop the flow. Zero net current between 1 and 2 needs $p_1=p_2$, and zero net current between 2 and 0 needs $p_2=p_0$. With all three equal to $1/3$, the remaining bond carries $(2-1)/3$, which isn't zero. The stationary state settles for equal currents on the three bonds instead.

Let the deviating rate be $r\ge 0$, write $p_i$ for the population of state $i$, and let $J_{ij}$ be the net current from $i$ to $j$. Setting the other rates to 1 stands for equal well energies and equal barriers, with time measured in units of the inverse hopping rate. Balance at state 2 reads
$$p_0+p_1-2p_2=0 .$$
Since $p_0+p_1=1-p_2$, this gives $p_2=1/3$. Balance at state 0 reads
$$p_1+p_2-(r+1)p_0=0 .$$
Since $p_1+p_2=1-p_0$, this gives $(r+2)p_0=1$. Normalisation supplies the last population:
$$p_0=\frac1{r+2},\qquad p_1=\frac23-\frac1{r+2}=\frac{2r+1}{3(r+2)},\qquad p_2=\frac13 .$$
These are non-negative. Balance at state 1 also holds, because the three net inflows always add up to zero. So there is exactly one stationary distribution, and its currents are
$$J_{01}=r\,p_0-p_1=\frac{3r-(2r+1)}{3(r+2)}=\frac{r-1}{3(r+2)},$$
$$J_{12}=p_1-p_2=\frac{(2r+1)-(r+2)}{3(r+2)}=\frac{r-1}{3(r+2)},$$
$$J_{20}=p_2-p_0=\frac{(r+2)-3}{3(r+2)}=\frac{r-1}{3(r+2)} .$$
Call the common value $J$. It vanishes only at $r=1$.

The effect is bounded, however wrong the rate is:
$$J+\frac16=\frac{r}{2(r+2)}\ge0,\qquad \frac13-J=\frac1{r+2}>0 .$$
For a small error, let the barrier be too high by $x$ thermal energies, so $r=e^{-x}$. Then $dJ/dr=1/(r+2)^2=1/9$ at $r=1$ and $dr/dx=-1$ at $x=0$, so the slope of $J$ in $x$ is $-1/9$.

The circulation also dissipates. For $r>0$, the entropy production rate in units of the Boltzmann constant is the sum over bonds of current times force:
$$J\left[\log\frac{r\,p_0}{p_1}+\log\frac{p_1}{p_2}+\log\frac{p_2}{p_0}\right]=J\log r .$$
Both factors change sign at $r=1$, so the product is positive for every other $r>0$.

## How such a rate gets into a simulation

Suppose the rates for a kinetic Monte Carlo run come from $k_{ij}=\nu\exp[-(E^\ddagger_{ij}-E_i)/k_BT]$, with a common prefactor $\nu$, well energies $E_i$ and saddle energies $E^\ddagger_{ij}$. If each bond has a single saddle energy used in both directions, the Boltzmann populations make every net current zero. Now take equal well energies and equal saddle energies, as in the ring above, but let the barrier from 0 to 1 come from a run with other convergence settings, which puts it 0.05 eV too high, while the reverse barrier keeps its old value. At 300 K this is $x\approx1.93$, so $r\approx0.145$ and $J\approx-0.133$. The trajectory then makes on average one net turn in the direction $0\to2\to1\to0$ per 7.5 time units.

The result therefore bears on kinetic Monte Carlo and microkinetic models with separately calculated barriers, in the restricted case of three equivalent states and one deviating rate. That the deviation is an error is an assumption about your system. In a system kept out of equilibrium by an external drive, the same numbers could describe a real current.

## What the Lean statements say

The states are the elements 0, 1, 2 of `Fin 3`, where addition wraps around, so `i + 1` is the next state on the ring and `2 + 1` is `0`. The entry `k i j` is the rate from `i` to `j`; many texts use the transposed order. The matrix `ringRate r` holds only hopping rates, with zeros on the diagonal, and is not the generator of the master equation. `netCurrent k p i j` is $p_ik_{ij}-p_jk_{ji}$. `IsStationary k p` requires non-negative populations, sum one, and zero total net inflow at each state. It does not require each bond current to vanish, which would be detailed balance.

The main theorem, `spurious_circulation`, says that for `0 ≤ r` exactly one stationary distribution exists, and that in it the current from every `i` to `i + 1` is $(r-1)/(3(r+2))$ and is zero if and only if $r=1$. The theorems `current_bounds`, `small_barrier_error`, `entropyProduction_eq` and `entropyProduction_pos` state the bounds, the slope and the two entropy results. Those on entropy assume `0 < r`, since the force on the bond between 0 and 1 diverges when one of its rates is zero. All of this concerns the stationary state; how fast it is reached is a separate matter.

With no condition on $r$ at all, existence fails. At $r=-1$, balance and normalisation force the populations $(1,-1/3,1/3)$, which are not a probability distribution.

```lean
import Mathlib

open Finset

namespace WrongBarrierRing

noncomputable section

/-- Net probability current from state `i` to state `j`, for populations `p` and hopping
rates `k i j` from `i` to `j`. -/
def netCurrent (k : Matrix (Fin 3) (Fin 3) ℝ) (p : Fin 3 → ℝ) (i j : Fin 3) : ℝ :=
  p i * k i j - p j * k j i

/-- A stationary distribution of the master equation: non-negative populations that sum to one,
with zero total net inflow into every state. -/
def IsStationary (k : Matrix (Fin 3) (Fin 3) ℝ) (p : Fin 3 → ℝ) : Prop :=
  (∀ i, 0 ≤ p i) ∧ ∑ i, p i = 1 ∧ ∀ i, ∑ j, netCurrent k p j i = 0

/-- Hopping rates on the three-state ring: all are 1 except the rate `r` from the first state
to the second. -/
def ringRate (r : ℝ) : Matrix (Fin 3) (Fin 3) ℝ :=
  !![0, r, 1; 1, 0, 1; 1, 1, 0]

/-- Explicit populations of the ring with one deviating rate `r`, for `r ≥ 0`. -/
def ringDist (r : ℝ) : Fin 3 → ℝ :=
  ![1 / (r + 2), (2 * r + 1) / (3 * (r + 2)), 1 / 3]

/-- Entropy production rate in units of the Boltzmann constant: half the sum over ordered pairs of
current times thermodynamic force. It has this meaning for positive populations and positive rates
between distinct states. -/
def entropyProduction (k : Matrix (Fin 3) (Fin 3) ℝ) (p : Fin 3 → ℝ) : ℝ :=
  1 / 2 * ∑ i, ∑ j, netCurrent k p i j * Real.log (p i * k i j / (p j * k j i))

/-- For `r ≥ 0`, a distribution on the ring is stationary exactly when it is the explicit
one. -/
theorem stationary_iff {r : ℝ} (hr : 0 ≤ r) (p : Fin 3 → ℝ) :
    IsStationary (ringRate r) p ↔ p = ringDist r := by
  have hne : r + 2 ≠ 0 := by positivity
  constructor
  · rintro ⟨_, hs, hb⟩
    have h0 := hb 0
    have h2 := hb 2
    simp [netCurrent, ringRate, Fin.sum_univ_three] at hs h0 h2
    -- balance at the third state fixes its population, balance at the first fixes the rest
    have e2 : p 2 = 1 / 3 := by linarith
    have hp0 : p 0 * (r + 2) = 1 := by linarith
    have e0 : p 0 = 1 / (r + 2) := by
      rw [eq_div_iff hne]
      exact hp0
    have hp1 : p 1 = 2 / 3 - p 0 := by linarith
    have e1 : p 1 = (2 * r + 1) / (3 * (r + 2)) := by
      rw [eq_div_iff (by positivity), hp1]
      linear_combination (-3) * hp0
    ext i
    fin_cases i
    exacts [e0, e1, e2]
  · rintro rfl
    refine ⟨?_, ?_, ?_⟩
    · intro i
      fin_cases i <;> simp [ringDist] <;> positivity
    · rw [Fin.sum_univ_three]
      change 1 / (r + 2) + (2 * r + 1) / (3 * (r + 2)) + 1 / 3 = 1
      field_simp
      ring
    · intro i
      fin_cases i <;> simp [netCurrent, ringRate, ringDist, Fin.sum_univ_three] <;>
        field_simp <;> ring

/-- For `r ≥ 0`, the stationary current from each state to the next one around the ring is
`(r - 1) / (3 (r + 2))`. -/
theorem ring_current {r : ℝ} (hr : 0 ≤ r) {p : Fin 3 → ℝ}
    (h : IsStationary (ringRate r) p) (i : Fin 3) :
    netCurrent (ringRate r) p i (i + 1) = (r - 1) / (3 * (r + 2)) := by
  have hne : r + 2 ≠ 0 := by positivity
  rw [stationary_iff hr] at h
  subst h
  fin_cases i
  · change 1 / (r + 2) * r - (2 * r + 1) / (3 * (r + 2)) * 1 = (r - 1) / (3 * (r + 2))
    field_simp
    ring
  · change (2 * r + 1) / (3 * (r + 2)) * 1 - 1 / 3 * 1 = (r - 1) / (3 * (r + 2))
    field_simp
    ring
  · change 1 / 3 * 1 - 1 / (r + 2) * 1 = (r - 1) / (3 * (r + 2))
    field_simp
    ring

/-- One wrong barrier: for `r ≥ 0` the ring has exactly one stationary distribution, its current
from each state to the next is `(r - 1) / (3 (r + 2))`, and this current vanishes only at
`r = 1`. -/
theorem spurious_circulation {r : ℝ} (hr : 0 ≤ r) :
    (∃! p, IsStationary (ringRate r) p) ∧
    ∀ p, IsStationary (ringRate r) p → ∀ i,
      netCurrent (ringRate r) p i (i + 1) = (r - 1) / (3 * (r + 2)) ∧
      (netCurrent (ringRate r) p i (i + 1) = 0 ↔ r = 1) := by
  refine ⟨⟨ringDist r, (stationary_iff hr _).2 rfl, fun q hq => (stationary_iff hr q).1 hq⟩, ?_⟩
  intro p hp i
  refine ⟨ring_current hr hp i, ?_⟩
  rw [ring_current hr hp i, div_eq_zero_iff]
  constructor
  · rintro (h | h) <;> linarith
  · intro h
    left
    linarith

/-- For every `r ≥ 0` the stationary current around the ring is at least `-1/6` and less than
`1/3`. -/
theorem current_bounds {r : ℝ} (hr : 0 ≤ r) {p : Fin 3 → ℝ}
    (h : IsStationary (ringRate r) p) (i : Fin 3) :
    -1 / 6 ≤ netCurrent (ringRate r) p i (i + 1) ∧
      netCurrent (ringRate r) p i (i + 1) < 1 / 3 := by
  have hpos : 0 < 3 * (r + 2) := by positivity
  rw [ring_current hr h i, le_div_iff₀ hpos, div_lt_iff₀ hpos]
  constructor <;> linarith

/-- If the barrier from the first state to the second is too high by `x` thermal energies, so
that the rate is `exp (-x)`, the stationary current has slope `-1/9` in `x` at `x = 0`. -/
theorem small_barrier_error :
    HasDerivAt (fun x : ℝ =>
      netCurrent (ringRate (Real.exp (-x))) (ringDist (Real.exp (-x))) 0 1) (-1 / 9) 0 := by
  have hf : (fun x : ℝ =>
      netCurrent (ringRate (Real.exp (-x))) (ringDist (Real.exp (-x))) 0 1) =
      fun x : ℝ => (Real.exp (-x) - 1) / (3 * (Real.exp (-x) + 2)) := by
    funext x
    have hx := (Real.exp_pos (-x)).le
    exact ring_current hx ((stationary_iff hx _).2 rfl) 0
  rw [hf]
  have he : HasDerivAt (fun x : ℝ => Real.exp (-x)) (-1) 0 := by
    simpa using (hasDerivAt_neg' (0 : ℝ)).exp
  have hd := (he.sub_const 1).fun_div ((he.add_const 2).const_mul 3) (by positivity)
  exact hd.congr_deriv (by norm_num)

/-- For `r > 0` the stationary entropy production is the ring current times `log r`. -/
theorem entropyProduction_eq {r : ℝ} (hr : 0 < r) {p : Fin 3 → ℝ}
    (h : IsStationary (ringRate r) p) :
    entropyProduction (ringRate r) p = (r - 1) / (3 * (r + 2)) * Real.log r := by
  have hp : ∀ i, 0 < p i := by
    rw [(stationary_iff hr.le p).1 h]
    intro i
    fin_cases i <;> simp [ringDist] <;> positivity
  have hk : ∀ i j, i ≠ j → 0 < ringRate r i j := by
    intro i j hij
    fin_cases i <;> fin_cases j <;> simp_all [ringRate]
  -- split each force into population and rate parts
  have hterm : ∀ i j, netCurrent (ringRate r) p i j *
      Real.log (p i * ringRate r i j / (p j * ringRate r j i)) =
      netCurrent (ringRate r) p i j * (Real.log (p i) + Real.log (ringRate r i j)
        - Real.log (p j) - Real.log (ringRate r j i)) := by
    intro i j
    by_cases hij : i = j
    · subst hij
      simp [netCurrent]
    · have h1 := hk i j hij
      have h2 := hk j i (Ne.symm hij)
      rw [Real.log_div (mul_pos (hp i) h1).ne' (mul_pos (hp j) h2).ne',
        Real.log_mul (hp i).ne' h1.ne', Real.log_mul (hp j).ne' h2.ne']
      ring
  have anti : ∀ i j, netCurrent (ringRate r) p j i = -netCurrent (ringRate r) p i j := by
    intro i j
    unfold netCurrent
    ring
  have c01 : netCurrent (ringRate r) p 0 1 = _ := ring_current hr.le h 0
  have c12 : netCurrent (ringRate r) p 1 2 = _ := ring_current hr.le h 1
  have c20 : netCurrent (ringRate r) p 2 0 = _ := ring_current hr.le h 2
  have k01 : ringRate r 0 1 = r := rfl
  have k10 : ringRate r 1 0 = 1 := rfl
  have k12 : ringRate r 1 2 = 1 := rfl
  have k21 : ringRate r 2 1 = 1 := rfl
  have k20 : ringRate r 2 0 = 1 := rfl
  have k02 : ringRate r 0 2 = 1 := rfl
  -- around the ring the population parts cancel
  simp only [entropyProduction, hterm, Fin.sum_univ_three]
  rw [anti 0 1, anti 1 2, anti 2 0, c01, c12, c20, k01, k10, k12, k21, k20, k02, Real.log_one]
  ring

/-- For positive `r` different from 1, the stationary state of the ring has strictly positive
entropy production. -/
theorem entropyProduction_pos {r : ℝ} (hr : 0 < r) (h1 : r ≠ 1) {p : Fin 3 → ℝ}
    (h : IsStationary (ringRate r) p) : 0 < entropyProduction (ringRate r) p := by
  have hpos : 0 < 3 * (r + 2) := by positivity
  rw [entropyProduction_eq hr h]
  rcases lt_or_gt_of_ne h1 with hlt | hgt
  · exact mul_pos_of_neg_of_neg (div_neg_of_neg_of_pos (by linarith) hpos)
      (Real.log_neg hr hlt)
  · exact mul_pos (div_pos (by linarith) hpos) (Real.log_pos hgt)

end

end WrongBarrierRing
```

```lean
#print axioms WrongBarrierRing.ring_current
-- 'WrongBarrierRing.ring_current' depends on axioms: [propext, Classical.choice, Quot.sound]
#print axioms WrongBarrierRing.current_bounds
-- 'WrongBarrierRing.current_bounds' depends on axioms: [propext, Classical.choice, Quot.sound]
#print axioms WrongBarrierRing.small_barrier_error
-- 'WrongBarrierRing.small_barrier_error' depends on axioms: [propext, Classical.choice, Quot.sound]
#print axioms WrongBarrierRing.entropyProduction_pos
-- 'WrongBarrierRing.entropyProduction_pos' depends on axioms: [propext, Classical.choice, Quot.sound]
```

## From the balance equations to the Lean proof

`stationary_iff` carries the main calculation: a distribution is stationary exactly when it equals `ringDist r`. In the forward direction, `simp` writes out normalisation and the balances at states 0 and 2. Then `linarith` obtains `p 2 = 1 / 3` and `p 0 * (r + 2) = 1`, as above, and the population of state 1 follows from normalisation. In the converse direction, the explicit populations are substituted and each requirement is checked, with `field_simp` and `ring` clearing the fractions.

`ring_current` replaces the stationary distribution by the explicit one and treats the three bonds separately; its three `change` lines are the three current calculations. `spurious_circulation` combines these two results. For the vanishing condition it uses that a quotient is zero only if its numerator or its denominator is, and $r\ge0$ excludes the denominator.

`current_bounds` multiplies both inequalities by the positive number $3(r+2)$, which leaves linear ones. `small_barrier_error` first replaces the current by its closed formula in $e^{-x}$, then applies the quotient rule.

In `entropyProduction_eq`, populations and rates between distinct states are first shown to be positive, so that `hterm` can split each logarithm into population and rate parts. The fact `anti` states that reversing a bond reverses its current. Once the common current is inserted, the population logarithms cancel around the ring and only $\log r$ is left. `entropyProduction_pos` then treats $r<1$ and $r>1$ separately: the current and the logarithm are both negative in the first case and both positive in the second.
